# For one electron on two sites with hopping $t>0$, the excitation gap is $2t/\sqrt{1-m^2}$, with $m$ the ground-state density difference

## A resonance that moves with the charge

An electron is shared between two sites, such as the two wells of a double quantum dot. A bias makes one site more attractive, and charge moves towards it. If the bias changes slowly, the electron stays close to its momentary ground state, and the frequency at which it can be excited changes with the bias. If the strength of the tunnelling between the sites is known, can this frequency be read off from the charge distribution, without knowing the bias?

Let the on-site energies be $d$ and $-d$, and let $t>0$ be the hopping amplitude, which measures how easily the electron tunnels between the sites. In units with $\hbar=1$,

$$H=\begin{pmatrix} d & -t\\ -t & -d\end{pmatrix}.$$

Let $g=(g_0,g_1)$ be the real ground state with $g_0^2+g_1^2=1$, and let $m=g_0^2-g_1^2$ be the density difference. With ground energy $E_0$ and excited energy $E_1$, the answer is

$$m^2<1,\qquad E_1-E_0=\frac{2t}{\sqrt{1-m^2}}.$$

In a two-site Kohn–Sham system with two electrons of opposite spin in the lower orbital, the same formula gives the orbital gap, with $m$ equal to half the difference between the site occupations. The excitation energy of the interacting system generally differs from this gap.

## What the theorems say

The main theorem is `excitation_gap`. It takes a normalised real vector `g` with $Hg=E_0g$, a nonzero real vector `e` with $He=E_1e$, and the inequality $E_0<E_1$. A $2\times2$ matrix has at most two distinct eigenvalues, so `g` is the ground state and the difference is the true gap. The conclusion includes $m^2<1$, so the quotient never divides by zero.

The objects translate as follows.

- `hamiltonian d t` is $H$, and `*ᵥ` is its action on a vector. Sites are numbered 0 and 1.
- `densityDiff g` is $m$.
- `resonance t m` is the expression $2t/\sqrt{1-m^2}$. The name is only a label; that it equals the gap is proved.
- `potential t m` is $-tm/\sqrt{1-m^2}$. It is the value of $d$, which is half the energy difference between the sites.
- `superposition g E c s τ` is a time-dependent state. Time is $\tau$, since $t$ is the hopping.

Real vectors lose nothing here, because $H$ is real and its ground state is non-degenerate for $t>0$. The sign of $t$ is a convention: for negative hopping, $|t|$ would take its place in the gap formula.

Further theorems show that the ground density determines $d$, that every $m$ with $m^2<1$ occurs, that the frequency grows strictly with $m^2$, and that the density of a superposition oscillates at this frequency. Several of them assume a negative energy instead of naming a second level. For $t>0$ the levels are $\pm\sqrt{d^2+t^2}$, so this again selects the ground state.

The model has one electron, two sites and a fixed $H$. The step from here to a slowly driven system is the adiabatic assumption that the state stays close to the momentary ground state; it is physical input.

## From the eigenvalue equation to the gap

Written site by site, $Hg=Eg$ reads

$$dg_0-tg_1=Eg_0,\qquad -tg_0-dg_1=Eg_1.$$

Applying $H$ twice gives $H^2=(d^2+t^2)\mathbb 1$, so every level satisfies $E^2=d^2+t^2$. Hence $E_1^2=E_0^2$, or $(E_1-E_0)(E_1+E_0)=0$. Since $E_0<E_1$, we get $E_1=-E_0$ and $E_0<0$.

Multiply the first equation by $g_0$ and the second by $g_1$, and subtract. The hopping terms cancel, and normalisation leaves

$$d=Em.$$

Multiply the first by $g_1$ and the second by $g_0$, and add. Now the on-site terms cancel:

$$-t(g_0^2+g_1^2)=2Eg_0g_1,\qquad\text{so}\qquad t=-2Eg_0g_1.$$

For the ground state, $t>0$ and $E_0<0$ force $g_0g_1>0$. Normalisation also gives

$$1-m^2=(g_0^2+g_1^2)^2-(g_0^2-g_1^2)^2=(2g_0g_1)^2,$$

so $\sqrt{1-m^2}=2g_0g_1>0$, and therefore

$$\frac{2t}{\sqrt{1-m^2}}=\frac{-4E_0g_0g_1}{2g_0g_1}=-2E_0=E_1-E_0.$$

## The bias belonging to a density

Inserting $E_0=-t/\sqrt{1-m^2}$ into $d=E_0m$ gives

$$d=-\frac{tm}{\sqrt{1-m^2}},$$

so the density fixes the bias. Conversely, given $m^2<1$, take

$$g_0=\sqrt{\tfrac{1+m}{2}},\qquad g_1=\sqrt{\tfrac{1-m}{2}}.$$

This vector is normalised, has density difference $m$, and satisfies $2g_0g_1=\sqrt{1-m^2}$. Put $r=t/\sqrt{1-m^2}$, so that $t=2rg_0g_1$ and $d=-rm$. Then

$$dg_0-tg_1=-rg_0(m+2g_1^2)=-rg_0,$$
$$-tg_0-dg_1=-rg_1(2g_0^2-m)=-rg_1.$$

So $g$ is an eigenstate of energy $-r$, which is the ground state when $t>0$.

As $m^2$ grows towards 1, the denominator $\sqrt{1-m^2}$ shrinks and the frequency rises. This is the drift: the resonance is lowest, at $2t$, for equal sharing, and it moves up as charge collects on one site.

## The same frequency in the moving density

The vector $(-g_1,g_0)$ solves the eigenvalue equation with energy $-E$, as the two component equations show after exchanging their roles. Thus, for real $c$ and $s$,

$$\psi(\tau)=c\,e^{-iE\tau}\begin{pmatrix}g_0\\g_1\end{pmatrix}+s\,e^{iE\tau}\begin{pmatrix}-g_1\\g_0\end{pmatrix}$$

solves $\psi'=-iH\psi$. For real $p,q,\theta$,

$$|pe^{-i\theta}+qe^{i\theta}|^2=p^2+q^2+2pq\cos2\theta.$$

Applying this on each site with $\theta=E\tau$ and subtracting gives

$$|\psi_0|^2-|\psi_1|^2=(c^2-s^2)m-4cs\,g_0g_1\cos(2E\tau).$$

For the ground state, $2g_0g_1=\sqrt{1-m^2}$. The cosine is even, so its frequency can be written as $-2E=2t/\sqrt{1-m^2}$:

$$|\psi_0|^2-|\psi_1|^2=(c^2-s^2)m-2cs\sqrt{1-m^2}\,\cos\!\left(\frac{2t}{\sqrt{1-m^2}}\,\tau\right).$$

The theorem allows any real $c,s$. A normalised state has $c^2+s^2=1$; for other nonzero states, divide the right-hand side by $c^2+s^2$. The oscillation is present when both $c$ and $s$ are nonzero. Here $m$ remains the density difference of the ground state $g$, so the frequency is constant while the density moves.

## The Lean development

```lean
import Mathlib

open Matrix

namespace TwoSiteResonance

noncomputable section

/-- The two-site Hamiltonian with on-site energies `d`, `-d` and hopping amplitude `t`. -/
def hamiltonian (d t : ℝ) : Matrix (Fin 2) (Fin 2) ℝ := !![d, -t; -t, -d]

/-- The density difference between the two sites in a real state `g`. -/
def densityDiff (g : Fin 2 → ℝ) : ℝ := g 0 ^ 2 - g 1 ^ 2

/-- The frequency `2t/√(1-m²)` attached to a density difference `m` with `m² < 1`. -/
def resonance (t m : ℝ) : ℝ := 2 * t / √(1 - m ^ 2)

/-- The on-site energy `-tm/√(1-m²)` attached to a density difference `m` with `m² < 1`. -/
def potential (t m : ℝ) : ℝ := -(t / √(1 - m ^ 2)) * m

/-- The stationary Schrödinger equation of the two-site model, written site by site. -/
theorem eigen_iff (d t E : ℝ) (g : Fin 2 → ℝ) :
    hamiltonian d t *ᵥ g = E • g ↔
      d * g 0 - t * g 1 = E * g 0 ∧ -(t * g 0) - d * g 1 = E * g 1 := by
  simp [funext_iff, Fin.forall_fin_two, hamiltonian, dotProduct,
    Fin.sum_univ_two, sub_eq_add_neg]

/-- Every energy level of the two-site model satisfies `E² = d² + t²`. -/
theorem energy_sq {d t E : ℝ} {x : Fin 2 → ℝ} (hx : x ≠ 0)
    (h : hamiltonian d t *ᵥ x = E • x) : E ^ 2 = d ^ 2 + t ^ 2 := by
  obtain ⟨h1, h2⟩ := (eigen_iff d t E x).mp h
  -- apply the Hamiltonian twice
  have k0 : (E ^ 2 - d ^ 2 - t ^ 2) * x 0 = 0 := by
    linear_combination (-(E + d)) * h1 + t * h2
  have k1 : (E ^ 2 - d ^ 2 - t ^ 2) * x 1 = 0 := by
    linear_combination t * h1 - (E - d) * h2
  by_contra hne
  have hc : E ^ 2 - d ^ 2 - t ^ 2 ≠ 0 := fun h0 => hne (by linarith)
  apply hx
  funext i
  revert i
  exact Fin.forall_fin_two.mpr
    ⟨(mul_eq_zero.mp k0).resolve_left hc, (mul_eq_zero.mp k1).resolve_left hc⟩

/-- In a normalised eigenstate of energy `E`, the on-site energy is `E` times the density
difference, and the hopping amplitude is `-2E` times the product of the site amplitudes. -/
theorem density_relations {d t E : ℝ} {g : Fin 2 → ℝ} (hn : g 0 ^ 2 + g 1 ^ 2 = 1)
    (h : hamiltonian d t *ᵥ g = E • g) :
    d = E * densityDiff g ∧ t = -(2 * E * (g 0 * g 1)) := by
  obtain ⟨h1, h2⟩ := (eigen_iff d t E g).mp h
  unfold densityDiff
  constructor
  · linear_combination g 0 * h1 - g 1 * h2 - d * hn
  · linear_combination (-g 1) * h1 - g 0 * h2 - t * hn

/-- For `t > 0`, a normalised eigenstate of negative energy `E` has site amplitudes of equal
sign with `√(1-m²) = 2 g₀ g₁`, and `2t/√(1-m²) = -2E`, where `m` is its density difference. -/
theorem ground_relations {d t E : ℝ} {g : Fin 2 → ℝ} (ht : 0 < t) (hE : E < 0)
    (hn : g 0 ^ 2 + g 1 ^ 2 = 1) (h : hamiltonian d t *ᵥ g = E • g) :
    0 < g 0 * g 1 ∧ √(1 - densityDiff g ^ 2) = 2 * (g 0 * g 1) ∧
      resonance t (densityDiff g) = -2 * E := by
  have h2 := (density_relations hn h).2
  have hpos : 0 < g 0 * g 1 := by
    by_contra hneg
    have hle : g 0 * g 1 ≤ 0 := not_lt.mp hneg
    nlinarith [mul_nonneg (neg_nonneg.mpr hE.le) (neg_nonneg.mpr hle)]
  have hs : √(1 - densityDiff g ^ 2) = 2 * (g 0 * g 1) := by
    have hsq : 1 - densityDiff g ^ 2 = (2 * (g 0 * g 1)) ^ 2 := by
      unfold densityDiff
      linear_combination (-(g 0 ^ 2 + g 1 ^ 2 + 1)) * hn
    rw [hsq, Real.sqrt_sq (by linarith)]
  refine ⟨hpos, hs, ?_⟩
  have hne : 2 * (g 0 * g 1) ≠ 0 := (mul_pos two_pos hpos).ne'
  rw [resonance, hs, div_eq_iff hne]
  linear_combination 2 * h2

/-- For `t > 0`, the excitation gap of the two-site model is `2t/√(1-m²)`, where `m` is the
density difference of the normalised ground state, and `m² < 1`. -/
theorem excitation_gap {d t E₀ E₁ : ℝ} {g e : Fin 2 → ℝ} (ht : 0 < t)
    (hn : g 0 ^ 2 + g 1 ^ 2 = 1) (hg : hamiltonian d t *ᵥ g = E₀ • g)
    (he0 : e ≠ 0) (he : hamiltonian d t *ᵥ e = E₁ • e) (hlt : E₀ < E₁) :
    densityDiff g ^ 2 < 1 ∧ E₁ - E₀ = 2 * t / √(1 - densityDiff g ^ 2) := by
  have hg0 : g ≠ 0 := by
    rintro rfl
    simp at hn
  -- the two levels have equal squares, so they are opposite
  have hprod : (E₁ - E₀) * (E₁ + E₀) = 0 := by
    linear_combination energy_sq he0 he - energy_sq hg0 hg
  have hsum : E₁ + E₀ = 0 := (mul_eq_zero.mp hprod).resolve_left (sub_pos.mpr hlt).ne'
  obtain ⟨hpos, hs, hr⟩ := ground_relations ht (by linarith) hn hg
  have hroot : 0 < √(1 - densityDiff g ^ 2) := by rw [hs]; linarith
  refine ⟨by linarith [Real.sqrt_pos.mp hroot], ?_⟩
  rw [resonance] at hr
  rw [hr]
  linarith

/-- For `t > 0`, the density difference of a normalised eigenstate of negative energy
determines the on-site energy. -/
theorem potential_unique {d t E : ℝ} {g : Fin 2 → ℝ} (ht : 0 < t) (hE : E < 0)
    (hn : g 0 ^ 2 + g 1 ^ 2 = 1) (h : hamiltonian d t *ᵥ g = E • g) :
    d = potential t (densityDiff g) := by
  have hr := (ground_relations ht hE hn h).2.2
  rw [resonance, mul_div_assoc] at hr
  rw [potential]
  linear_combination (density_relations hn h).1 + densityDiff g / 2 * hr

/-- Every `m` with `m² < 1` is the density difference of an explicit normalised eigenstate,
with energy `-t/√(1-m²)`, in the on-site potential attached to `m`. -/
theorem density_representable (t : ℝ) {m : ℝ} (hm : m ^ 2 < 1) :
    let g : Fin 2 → ℝ := ![√((1 + m) / 2), √((1 - m) / 2)]
    g 0 ^ 2 + g 1 ^ 2 = 1 ∧ densityDiff g = m ∧
      hamiltonian (potential t m) t *ᵥ g = (-(t / √(1 - m ^ 2))) • g := by
  intro g
  have hp : g 0 ^ 2 = (1 + m) / 2 := Real.sq_sqrt (by nlinarith)
  have hq : g 1 ^ 2 = (1 - m) / 2 := Real.sq_sqrt (by nlinarith)
  have hp0 : 0 ≤ g 0 := Real.sqrt_nonneg _
  have hq0 : 0 ≤ g 1 := Real.sqrt_nonneg _
  have hs : √(1 - m ^ 2) = 2 * (g 0 * g 1) := by
    have hsq : 1 - m ^ 2 = (2 * (g 0 * g 1)) ^ 2 := by
      linear_combination (-4 * g 1 ^ 2) * hp - 2 * (1 + m) * hq
    rw [hsq, Real.sqrt_sq (by positivity)]
  have hs0 : √(1 - m ^ 2) ≠ 0 := (Real.sqrt_pos.mpr (by linarith)).ne'
  refine ⟨by linarith, by unfold densityDiff; linarith, ?_⟩
  rw [eigen_iff, potential]
  obtain ⟨r, hr⟩ : ∃ r, r = t / √(1 - m ^ 2) := ⟨_, rfl⟩
  have ht : t = r * (2 * (g 0 * g 1)) := by
    rw [← hs]
    exact (div_eq_iff hs0).mp hr.symm
  rw [← hr]
  constructor
  · linear_combination (-g 1) * ht - 2 * r * g 0 * hq
  · linear_combination (-g 0) * ht - 2 * r * g 1 * hp

/-- For `t > 0`, the frequency `2t/√(1-m²)` grows strictly with `m²` as long as `m² < 1`. -/
theorem resonance_drift {t m m' : ℝ} (ht : 0 < t) (h : m ^ 2 < m' ^ 2) (h' : m' ^ 2 < 1) :
    resonance t m < resonance t m' :=
  div_lt_div_of_pos_left (by linarith) (Real.sqrt_pos.mpr (by linarith))
    (Real.sqrt_lt_sqrt (by linarith) (by linarith))

/-- The superposition `c e^{-iEτ} (g₀, g₁) + s e^{iEτ} (-g₁, g₀)` at time `τ`. -/
def superposition (g : Fin 2 → ℝ) (E c s τ : ℝ) : Fin 2 → ℂ :=
  ![(c * g 0) * Complex.exp (-(Complex.I * (E * τ)))
      + (-(s * g 1)) * Complex.exp (Complex.I * (E * τ)),
    (c * g 1) * Complex.exp (-(Complex.I * (E * τ)))
      + (s * g 0) * Complex.exp (Complex.I * (E * τ))]

/-- If `g` is an eigenstate of energy `E`, the superposition solves the time-dependent
Schrödinger equation `ψ' = -iHψ` on each site. -/
theorem superposition_schrodinger {d t E : ℝ} {g : Fin 2 → ℝ}
    (h : hamiltonian d t *ᵥ g = E • g) (c s τ : ℝ) (i : Fin 2) :
    HasDerivAt (fun τ => superposition g E c s τ i)
      (-Complex.I * ((hamiltonian d t).map Complex.ofReal *ᵥ superposition g E c s τ) i) τ := by
  obtain ⟨h1, h2⟩ := (eigen_iff d t E g).mp h
  have k1 : (d : ℂ) * g 0 - t * g 1 = E * g 0 := by exact_mod_cast h1
  have k2 : -((t : ℂ) * g 0) - d * g 1 = E * g 1 := by exact_mod_cast h2
  have hv (v : Fin 2 → ℂ) : ((hamiltonian d t).map Complex.ofReal *ᵥ v) 0 = d * v 0 - t * v 1 ∧
      ((hamiltonian d t).map Complex.ofReal *ᵥ v) 1 = -(t * v 0) - d * v 1 := by
    simp [hamiltonian, Matrix.mulVec, dotProduct, Fin.sum_univ_two, sub_eq_add_neg]
  -- the two phase factors
  have hl : HasDerivAt (fun τ : ℝ => Complex.I * ((E : ℂ) * (τ : ℂ))) (Complex.I * (E * 1)) τ :=
    ((hasDerivAt_id τ).ofReal_comp.const_mul (E : ℂ)).const_mul Complex.I
  have hm := hl.fun_neg.cexp
  have hp := hl.cexp
  revert i
  refine Fin.forall_fin_two.mpr ⟨?_, ?_⟩
  · refine ((hm.const_mul ((c : ℂ) * g 0)).fun_add
      (hp.const_mul (-((s : ℂ) * g 1)))).congr_deriv ?_
    rw [(hv _).1]
    simp only [superposition, Matrix.cons_val_zero, Matrix.cons_val_one]
    linear_combination Complex.I * c * Complex.exp (-(Complex.I * (E * τ))) * k1
      + Complex.I * s * Complex.exp (Complex.I * (E * τ)) * k2
  · refine ((hm.const_mul ((c : ℂ) * g 1)).fun_add
      (hp.const_mul ((s : ℂ) * g 0))).congr_deriv ?_
    rw [(hv _).2]
    simp only [superposition, Matrix.cons_val_zero, Matrix.cons_val_one]
    linear_combination Complex.I * c * Complex.exp (-(Complex.I * (E * τ))) * k2
      - Complex.I * s * Complex.exp (Complex.I * (E * τ)) * k1

/-- For `t > 0` and a normalised eigenstate `g` of negative energy with density difference `m`, the
superposition has `|ψ₀|² - |ψ₁|² = (c²-s²)m - 2cs√(1-m²) cos(ωτ)`, where `ω = 2t/√(1-m²)`. -/
theorem density_oscillation {d t E : ℝ} {g : Fin 2 → ℝ} (ht : 0 < t) (hE : E < 0)
    (hn : g 0 ^ 2 + g 1 ^ 2 = 1) (h : hamiltonian d t *ᵥ g = E • g) (c s τ : ℝ) :
    Complex.normSq (superposition g E c s τ 0) - Complex.normSq (superposition g E c s τ 1) =
      (c ^ 2 - s ^ 2) * densityDiff g - 2 * c * s * √(1 - densityDiff g ^ 2)
        * Real.cos (resonance t (densityDiff g) * τ) := by
  -- interference of two opposite phases
  have key (p q θ : ℝ) : Complex.normSq (p * Complex.exp (-(Complex.I * θ))
      + q * Complex.exp (Complex.I * θ)) = p ^ 2 + q ^ 2 + 2 * p * q * Real.cos (2 * θ) := by
    rw [Real.cos_two_mul]
    simp only [Complex.normSq_apply, Complex.add_re, Complex.add_im, Complex.re_ofReal_mul,
      Complex.im_ofReal_mul, Complex.exp_re, Complex.exp_im, Complex.neg_re, Complex.neg_im,
      Complex.I_mul_re, Complex.I_mul_im, Complex.ofReal_re, Complex.ofReal_im, neg_zero,
      Real.exp_zero, one_mul, Real.cos_neg, Real.sin_neg]
    linear_combination (q - p) ^ 2 * Real.sin_sq_add_cos_sq θ
  have h0 := key (c * g 0) (-(s * g 1)) (E * τ)
  have h1 := key (c * g 1) (s * g 0) (E * τ)
  push_cast at h0 h1
  obtain ⟨-, hs, hr⟩ := ground_relations ht hE hn h
  have hc : Real.cos (-2 * E * τ) = Real.cos (2 * (E * τ)) := by
    rw [← Real.cos_neg (2 * (E * τ))]
    congr 1
    ring
  rw [hs, hr, hc]
  simp only [superposition, Matrix.cons_val_zero, Matrix.cons_val_one]
  rw [h0, h1, densityDiff]
  ring

end

end TwoSiteResonance
```

```lean
#print axioms TwoSiteResonance.excitation_gap
-- 'TwoSiteResonance.excitation_gap' depends on axioms: [propext, Classical.choice, Quot.sound]
#print axioms TwoSiteResonance.resonance_drift
-- 'TwoSiteResonance.resonance_drift' depends on axioms: [propext, Classical.choice, Quot.sound]
#print axioms TwoSiteResonance.superposition_schrodinger
-- 'TwoSiteResonance.superposition_schrodinger' depends on axioms: [propext, Classical.choice, Quot.sound]
#print axioms TwoSiteResonance.density_oscillation
-- 'TwoSiteResonance.density_oscillation' depends on axioms: [propext, Classical.choice, Quot.sound]
```

## How the lemmas carry the calculation

`eigen_iff` turns the matrix equation into the two component equations. Most later algebra is done by `linear_combination`, which checks that the goal follows from the named equations multiplied by the given factors. In `density_relations`, the factors on the two component equations are, up to an overall sign, the multipliers of the derivation above.

In `energy_sq`, the combinations `k0` and `k1` show that $E^2-d^2-t^2$ times each component vanishes. If that factor were nonzero, both components would be zero, contradicting `x ≠ 0`. `density_relations` contains the two relations $d=Em$ and $t=-2Eg_0g_1$, with `hn` supplying normalisation.

`ground_relations` first proves $g_0g_1>0$ by contradiction: a non-positive product would make $t$ non-positive. It then writes $1-m^2$ as a square, and `Real.sqrt_sq` takes the root using the sign just found. `excitation_gap` subtracts the two instances of `energy_sq`, factors the result and cancels the positive factor $E_1-E_0$. The remaining equation $E_1+E_0=0$ supplies the negative ground energy that `ground_relations` requires.

`potential_unique` combines $d=Em$ with the formula for $-2E$. `density_representable` checks the explicit vector, using the same abbreviation $r$ as above. `resonance_drift` compares two fractions with equal positive numerator, through the monotonicity of the square root.

For the dynamics, `superposition_schrodinger` differentiates the two exponentials by the chain rule and matches the result to $-iH\psi$ with `k1` and `k2`, the component equations carried over to complex numbers. In `density_oscillation`, `key` is the interference identity. It is applied once per site. In the claimed formula, `ground_relations` replaces $\sqrt{1-m^2}$ by $2g_0g_1$ and the frequency by $-2E$, after which the two sides agree by algebra.
